# Local hardness from a positive definite softness kernel: the weight ambiguity and the Fukui weight

## Two codes, two answers

Take two sites \(a\) and \(b\) with softness kernel and inverse
\[
K=\begin{pmatrix}2&1\\1&3\end{pmatrix},\qquad
\eta=K^{-1}=\frac15\begin{pmatrix}3&-1\\-1&2\end{pmatrix}.
\]
A local hardness is obtained by contracting \(\eta\) with a weight vector \(w\) whose entries add up to one. A code that uses \(w=(1/2,1/2)\) reports \(\eta w=(1/5,\,1/10)\) and calls site \(a\) the harder one. A code that uses \(w=(1/3,2/3)\) reports \((1/15,\,1/5)\) and calls site \(b\) the harder one. The row sums of \(K\) are \((3,4)\), their total is \(7\), and the normalised row sums are \(f=(3/7,4/7)\). Both profiles have \(f\)-average \(1/7\), which is the global hardness. A comparison with the global hardness therefore accepts both codes, and a developer may search for a bug that does not exist or take the site ranking for a property of the kernel. A third code that uses \(w=f\) prints \((1/7,1/7)\), a flat profile that looks like a failure and is the correct output.

## The identities

Let the sites be labelled by \(i,j\) from a finite nonempty set, let \(\mathbf 1\) be the vector with every entry equal to one, and write \(x\cdot y=\sum_i x_iy_i\). The softness kernel \(K\) is a real symmetric positive definite matrix. Define
\[
s_i=\sum_j K_{ij},\qquad S=\sum_i s_i,\qquad f=\frac{s}{S},\qquad \eta=K^{-1},
\]
the local softness, the global softness, the Fukui vector and the hardness kernel. For a weight vector \(w\) the local hardness is \((\eta w)_i=\sum_j\eta_{ij}w_j\), and \(w\) is called normalised when \(\sum_i w_i=1\). Then \(S>0\), and the following hold.

1. For every normalised \(w\), \(f\cdot\eta w=1/S\).
2. If \(w\ne w'\), then \(\eta w\ne\eta w'\).
3. For normalised \(w\), the profile \(\eta w\) is the same at all sites if and only if \(w=f\), and \(\eta f=\mathbf 1/S\).
4. A vector \(h\) equals \(\eta w\) for some normalised \(w\) if and only if \(f\cdot h=1/S\).
5. For normalised \(w\), \(w\cdot\eta w\ge 1/S\), with equality if and only if \(w=f\).

## Where a code leans on them

The matrix \(K\) stands for the linear response of site populations \(N_i\) in an open system, \(\delta N_i=\sum_jK_{ij}(\delta\mu-\delta v_j)\), where \(\mu\) is the chemical potential and \(v_j\) the external potential on site \(j\). At fixed external potential, a shift \(\delta\mu\) gives \(\delta N_i=s_i\,\delta\mu\). With \(N=\sum_iN_i\) this makes \(S=\partial N/\partial\mu\), \(f_i=\partial N_i/\partial N\) and \(1/S=\partial\mu/\partial N\). The statements bear on a program that condenses the softness kernel of conceptual density functional theory to atoms or cells and takes the matrix inverse of the result as its hardness kernel, within the restriction to finitely many sites and a symmetric positive definite kernel taken as given.

Statement 1 is a consistency check on the inversion and the normalisation. Statement 4 gives the limit of that check: every profile that passes it is the local hardness of some normalised weight, so passing says nothing about which weight was meant. Statement 2 means that a reported local hardness is defined only together with its weight. Statement 3 gives a site-by-site check of the inversion, since feeding in \(w=f\) must return \(1/S\) on every site; it does not test the symmetry of the kernel, as the last section shows. Statement 5 concerns quadratic charge models: if an added charge \(\Delta N\neq0\) is distributed as \(\Delta N\,w_i\) and costs \(\tfrac12(\Delta N)^2\,w\cdot\eta w\), with no site-dependent linear term, the cheapest distribution is \(w=f\) and the cost is \((\Delta N)^2/(2S)\).

## Derivation

Since \(s=K\mathbf 1\), the global softness is a quadratic form,
\[
S=\sum_{i}\sum_jK_{ij}=\mathbf 1\cdot K\mathbf 1>0,
\]
because \(\mathbf 1\ne0\) when there is at least one site. Division by \(S\) is then allowed, and \(\sum_if_i=S^{-1}\sum_is_i=1\).

A positive definite matrix has positive determinant, so \(\eta K=K\eta=I\) with \(I\) the identity. Applied to the Fukui vector,
\[
\eta f=S^{-1}\,\eta K\mathbf 1=S^{-1}\mathbf 1. \tag{A}
\]
The inverse of a symmetric matrix is symmetric, \(\eta^{T}=(K^{T})^{-1}=\eta\), so \(\eta\) can be moved to the left factor of a dot product. For any \(w\),
\[
f\cdot\eta w=(\eta^{T}f)\cdot w=(\eta f)\cdot w=\frac1S\sum_iw_i. \tag{B}
\]
For normalised \(w\) this is statement 1.

If \(\eta w=\eta w'\), multiplication by \(K\) gives \(w=K\eta w=K\eta w'=w'\), which is statement 2.

For statement 3, let \(w\) be normalised and \(\eta w=c\mathbf 1\) for a real number \(c\). The \(f\)-average of this profile is \(c\sum_if_i=c\), and by (B) it is \(1/S\), so \(c=1/S\). Then \(\eta w=\mathbf 1/S=\eta f\) by (A), and statement 2 forces \(w=f\). The converse is (A).

In statement 4, the direction from a normalised weight to the average is statement 1. Conversely, suppose \(f\cdot h=1/S\) and set \(w=Kh\). Then \(\eta w=\eta Kh=h\), and (B) reads \(1/S=(1/S)\sum_iw_i\), so \(w\) is normalised.

For statement 5, expand the form around \(f\):
\[
(w-f)\cdot\eta(w-f)=w\cdot\eta w-w\cdot\eta f-f\cdot\eta w+f\cdot\eta f .
\]
By (A), \(w\cdot\eta f=S^{-1}\sum_iw_i=1/S\). By (B), \(f\cdot\eta w=1/S\) and \(f\cdot\eta f=1/S\). Hence
\[
w\cdot\eta w=\frac1S+(w-f)\cdot\eta(w-f).
\]
The inverse of a positive definite matrix is positive definite, so the last term is positive for \(w\ne f\) and zero for \(w=f\).

## The Lean file

```lean
import Mathlib

open Matrix

namespace LocalHardness

noncomputable section

variable {n : Type*} [Fintype n] [DecidableEq n]

/-- Local softness: the vector of row sums of the softness kernel `K`. -/
def localSoftness (K : Matrix n n ℝ) : n → ℝ := K *ᵥ fun _ => 1

/-- Global softness `S`: the sum of the local softness over all sites. -/
def globalSoftness (K : Matrix n n ℝ) : ℝ := ∑ i, localSoftness K i

/-- Fukui vector `f = s / S`. -/
def fukui (K : Matrix n n ℝ) : n → ℝ := (globalSoftness K)⁻¹ • localSoftness K

/-- Hardness kernel `η`: the matrix inverse of the softness kernel. -/
def hardnessKernel (K : Matrix n n ℝ) : Matrix n n ℝ := K⁻¹

/-- Local hardness `η w` built from the weight vector `w`. -/
def localHardness (K : Matrix n n ℝ) (w : n → ℝ) : n → ℝ := hardnessKernel K *ᵥ w

omit [DecidableEq n] in
/-- The global softness of a positive definite softness kernel is positive. -/
theorem globalSoftness_pos [Nonempty n] {K : Matrix n n ℝ} (hK : K.PosDef) :
    0 < globalSoftness K := by
  have h1 : (fun _ : n => (1 : ℝ)) ≠ 0 := by
    intro h
    have h0 := congrFun h (Classical.arbitrary n)
    simp at h0
  -- `S` is the quadratic form of `K` on the vector of ones
  have h := hK.dotProduct_mulVec_pos h1
  rw [star_trivial] at h
  have e : (fun _ : n => (1 : ℝ)) ⬝ᵥ (K *ᵥ fun _ => 1) = globalSoftness K := by
    simp only [globalSoftness, localSoftness, dotProduct, one_mul]
  rwa [e] at h

omit [DecidableEq n] in
/-- The Fukui vector sums to one. -/
theorem sum_fukui [Nonempty n] {K : Matrix n n ℝ} (hK : K.PosDef) :
    ∑ i, fukui K i = 1 := by
  have hS := (globalSoftness_pos hK).ne'
  simp only [fukui, Pi.smul_apply, smul_eq_mul]
  rw [← Finset.mul_sum]
  exact inv_mul_cancel₀ hS

/-- The local hardness weighted by the Fukui vector equals `1/S` at every site. -/
theorem localHardness_fukui {K : Matrix n n ℝ} (hK : K.PosDef) :
    localHardness K (fukui K) = fun _ => (globalSoftness K)⁻¹ := by
  have hd : IsUnit K.det := hK.det_pos.ne'.isUnit
  unfold localHardness hardnessKernel fukui localSoftness
  rw [Matrix.mulVec_smul, Matrix.mulVec_mulVec, Matrix.nonsing_inv_mul K hd,
    Matrix.one_mulVec]
  ext i
  simp

/-- The Fukui average of the local hardness `η w` is the total weight divided by `S`. -/
theorem fukui_average {K : Matrix n n ℝ} (hK : K.PosDef) (w : n → ℝ) :
    fukui K ⬝ᵥ localHardness K w = (globalSoftness K)⁻¹ * ∑ i, w i := by
  have hs : Kᵀ = K := by
    ext i j
    have h := hK.isHermitian.apply i j
    simpa using h
  have hη : (hardnessKernel K)ᵀ = hardnessKernel K := by
    unfold hardnessKernel
    rw [Matrix.transpose_nonsing_inv, hs]
  -- the symmetric kernel `η` is moved onto the Fukui vector
  have h1 : fukui K ᵥ* hardnessKernel K = fun _ => (globalSoftness K)⁻¹ := by
    rw [← Matrix.mulVec_transpose, hη]
    exact localHardness_fukui hK
  rw [localHardness, Matrix.dotProduct_mulVec, h1]
  simp only [dotProduct, Finset.mul_sum]

/-- Distinct weights give distinct local hardness. -/
theorem localHardness_injective {K : Matrix n n ℝ} (hK : K.PosDef) :
    Function.Injective (localHardness K) := by
  have hd : IsUnit K.det := hK.det_pos.ne'.isUnit
  have key : ∀ w, K *ᵥ localHardness K w = w := by
    intro w
    unfold localHardness hardnessKernel
    rw [Matrix.mulVec_mulVec, Matrix.mul_nonsing_inv K hd, Matrix.one_mulVec]
  intro w w' h
  rw [← key w, h, key w']

/-- For a weight summing to one, the local hardness equals the constant `c` at every site
exactly when the weight is the Fukui vector and `c = 1/S`. -/
theorem localHardness_const_iff [Nonempty n] {K : Matrix n n ℝ} (hK : K.PosDef)
    {w : n → ℝ} (hw : ∑ i, w i = 1) (c : ℝ) :
    (localHardness K w = fun _ => c) ↔ w = fukui K ∧ c = (globalSoftness K)⁻¹ := by
  constructor
  · intro h
    -- the Fukui average of a constant profile is that constant
    have hav := fukui_average hK w
    rw [h, hw, mul_one] at hav
    have hc : fukui K ⬝ᵥ (fun _ => c) = c := by
      simp only [dotProduct]
      rw [← Finset.sum_mul, sum_fukui hK, one_mul]
    have hcS : c = (globalSoftness K)⁻¹ := hc.symm.trans hav
    refine ⟨localHardness_injective hK ?_, hcS⟩
    rw [h, localHardness_fukui hK, hcS]
  · rintro ⟨rfl, rfl⟩
    exact localHardness_fukui hK

/-- For a positive definite softness kernel, `S > 0`; every weight summing to one gives a local
hardness with Fukui average `1/S`; distinct weights give distinct local hardness; and a weight
summing to one gives a constant local hardness iff it is the Fukui vector, with value `1/S`. -/
theorem localHardness_ambiguity [Nonempty n] {K : Matrix n n ℝ} (hK : K.PosDef) :
    0 < globalSoftness K ∧
    (∀ w : n → ℝ, ∑ i, w i = 1 →
      fukui K ⬝ᵥ localHardness K w = (globalSoftness K)⁻¹) ∧
    (∀ w w' : n → ℝ, w ≠ w' → localHardness K w ≠ localHardness K w') ∧
    (∀ w : n → ℝ, ∑ i, w i = 1 →
      ((∃ c : ℝ, localHardness K w = fun _ => c) ↔ w = fukui K)) ∧
    localHardness K (fukui K) = fun _ => (globalSoftness K)⁻¹ := by
  refine ⟨globalSoftness_pos hK, ?_, ?_, ?_, localHardness_fukui hK⟩
  · intro w hw
    rw [fukui_average hK, hw, mul_one]
  · intro w w' hne h
    exact hne (localHardness_injective hK h)
  · intro w hw
    constructor
    · rintro ⟨c, hc⟩
      exact ((localHardness_const_iff hK hw c).1 hc).1
    · intro h
      exact ⟨_, (localHardness_const_iff hK hw _).2 ⟨h, rfl⟩⟩

/-- A profile `h` is the local hardness of some weight summing to one exactly when its Fukui
average is `1/S`. -/
theorem exists_weight_iff [Nonempty n] {K : Matrix n n ℝ} (hK : K.PosDef) (h : n → ℝ) :
    (∃ w : n → ℝ, ∑ i, w i = 1 ∧ localHardness K w = h) ↔
      fukui K ⬝ᵥ h = (globalSoftness K)⁻¹ := by
  have hd : IsUnit K.det := hK.det_pos.ne'.isUnit
  have hS : (globalSoftness K)⁻¹ ≠ 0 := inv_ne_zero (globalSoftness_pos hK).ne'
  constructor
  · rintro ⟨w, hw, rfl⟩
    rw [fukui_average hK, hw, mul_one]
  · intro hh
    -- the weight is `K h`
    have e : localHardness K (K *ᵥ h) = h := by
      unfold localHardness hardnessKernel
      rw [Matrix.mulVec_mulVec, Matrix.nonsing_inv_mul K hd, Matrix.one_mulVec]
    refine ⟨K *ᵥ h, ?_, e⟩
    have hav := fukui_average hK (K *ᵥ h)
    rw [e, hh] at hav
    apply mul_left_cancel₀ hS
    rw [← hav, mul_one]

/-- For a weight summing to one, the hardness quadratic form `w · η w` is at least `1/S`,
with equality exactly when the weight is the Fukui vector. -/
theorem hardness_form_min [Nonempty n] {K : Matrix n n ℝ} (hK : K.PosDef)
    {w : n → ℝ} (hw : ∑ i, w i = 1) :
    (globalSoftness K)⁻¹ ≤ w ⬝ᵥ localHardness K w ∧
      (w ⬝ᵥ localHardness K w = (globalSoftness K)⁻¹ ↔ w = fukui K) := by
  have h1 : w ⬝ᵥ localHardness K (fukui K) = (globalSoftness K)⁻¹ := by
    rw [localHardness_fukui hK]
    simp only [dotProduct]
    rw [← Finset.sum_mul, hw, one_mul]
  have h2 := fukui_average hK w
  have h3 := fukui_average hK (fukui K)
  rw [hw, mul_one] at h2
  rw [sum_fukui hK, mul_one] at h3
  -- expand the form around the Fukui vector
  have hsub : localHardness K (w - fukui K) =
      localHardness K w - localHardness K (fukui K) := Matrix.mulVec_sub _ _ _
  have e : (w - fukui K) ⬝ᵥ localHardness K (w - fukui K) =
      w ⬝ᵥ localHardness K w - (globalSoftness K)⁻¹ := by
    rw [hsub, sub_dotProduct, dotProduct_sub, dotProduct_sub, h1, h2, h3]
    ring
  by_cases hwf : w = fukui K
  · have hv : w ⬝ᵥ localHardness K w = (globalSoftness K)⁻¹ := by
      rw [hwf]
      exact h3
    exact ⟨hv.ge, fun _ => hwf, fun _ => hv⟩
  · -- the hardness kernel is positive definite as well
    have hp := hK.inv.dotProduct_mulVec_pos (sub_ne_zero.2 hwf)
    rw [star_trivial] at hp
    have hp' : 0 < (w - fukui K) ⬝ᵥ localHardness K (w - fukui K) := hp
    rw [e] at hp'
    refine ⟨by linarith, fun h => ?_, fun h => absurd h hwf⟩
    exfalso
    linarith

end

end LocalHardness
```

```lean
#print axioms LocalHardness.localHardness_ambiguity
#print axioms LocalHardness.exists_weight_iff
#print axioms LocalHardness.hardness_form_min
```

```
'LocalHardness.localHardness_ambiguity' depends on axioms: [propext, Classical.choice, Quot.sound]
'LocalHardness.exists_weight_iff' depends on axioms: [propext, Classical.choice, Quot.sound]
'LocalHardness.hardness_form_min' depends on axioms: [propext, Classical.choice, Quot.sound]
```

## Reading the statements

The type `n` is the set of sites, vectors are functions `n → ℝ`, and `K : Matrix n n ℝ` is the kernel. The symbol `*ᵥ` is matrix times column vector, `ᵥ*` is row vector times matrix, `⬝ᵥ` is the dot product, and `fun _ => c` is the constant vector \(c\mathbf 1\). The five definitions `localSoftness`, `globalSoftness`, `fukui`, `hardnessKernel` and `localHardness` are \(s\), \(S\), \(f\), \(\eta\) and \(w\mapsto\eta w\). The only hypothesis on the kernel is `K.PosDef`, which in Mathlib contains both symmetry and strict positivity of \(x\cdot Kx\) for \(x\neq0\). The assumption `Nonempty n` supplies the site needed for \(S>0\).

The theorem `localHardness_ambiguity` is a conjunction of five parts: \(S>0\); statement 1; statement 2, for all pairs of weights whether normalised or not; the equivalence between the existence of a constant `c` with \(\eta w=c\mathbf 1\) and \(w=f\), for normalised \(w\); and the value \(\eta f=\mathbf 1/S\). The theorem `localHardness_const_iff` ties the constant to the weight in one equivalence. Statements 4 and 5 are `exists_weight_iff` and `hardness_form_min`.

Three conventions are fixed. The global hardness is `(globalSoftness K)⁻¹`, that is \(\partial\mu/\partial N\) with no factor \(1/2\), so a code that puts a factor \(1/2\) into both the hardness kernel and the global hardness must compare with \(1/(2S)\) instead of \(1/S\), where \(S\) is still the sum of the entries of \(K\). All sums are plain sums, so \(s_i\), \(f_i\) and \(w_i\) are amounts per site, and grid densities must have their volume elements absorbed first. No sign is imposed on the entries of \(w\), and none follows for \(f\): the positive definite kernel with rows \((1,-2)\) and \((-2,5)\) has \(s=(-1,3)\) and \(f=(-1/2,3/2)\). The word average means a linear functional whose coefficients add to one.

## How the proof follows the derivation

In `globalSoftness_pos`, `h1` shows \(\mathbf 1\neq0\) by evaluating at an arbitrary site, `hK.dotProduct_mulVec_pos` gives positivity of the quadratic form, and `e` identifies that form with \(S\). The lemma `sum_fukui` pulls \(S^{-1}\) out of the sum and cancels it with `inv_mul_cancel₀`.

Equation (A) is `localHardness_fukui`. Invertibility enters as `hd`, obtained from `hK.det_pos`; the scalar is moved out, the two matrix actions are merged into \(\eta K\), and `Matrix.nonsing_inv_mul` turns the product into \(I\). Equation (B) is `fukui_average`. There `hs` extracts \(K^{T}=K\), `hη` passes the symmetry to the inverse by `Matrix.transpose_nonsing_inv`, `h1` restates (A) for the row vector \(f^{T}\eta\), and `Matrix.dotProduct_mulVec` moves \(\eta\) across the dot product. In `localHardness_injective` the step `key` is \(K\eta w=w\), used once for each weight.

The forward direction of `localHardness_const_iff` computes the average twice, as `hav` from (B) and as `hc` from \(\sum_if_i=1\). Their comparison `hcS` is \(c=1/S\), and injectivity gives \(w=f\). The main theorem assembles these lemmas. In `exists_weight_iff` the weight is `K *ᵥ h`, `e` is \(\eta Kh=h\), and `mul_left_cancel₀` removes the common factor \(1/S\). In `hardness_form_min`, `h1`, `h2` and `h3` are the three terms equal to \(1/S\), `e` is the expansion, and the case \(w\neq f\) uses `hK.inv`, the positive definiteness of \(\eta\), before `linarith` closes the inequality.

## Scope and failure modes

The theorems are statements of finite linear algebra over exact real numbers. That \(K\) is the response of an electronic system, and that this response is symmetric and positive definite, is assumed and not derived from an energy functional. Continuous kernels \(s(\mathbf r,\mathbf r')\) of two positions, whose inverses need not be bounded, are not treated. Nothing is said about rounding or conditioning: statement 2 separates two profiles without bounding their distance, and a kernel that is only nearly symmetric gets no error estimate. No physical preference among weights is established, since \(f\) is singled out only by flatness and by the minimum in statement 5. The numerical matrices in this note and the variants below were worked out on paper and do not appear in the file.

Symmetry is one hypothesis that a kernel built by finite differences can lose. Take
\[
K=\begin{pmatrix}1&1\\0&1\end{pmatrix},\qquad \eta=\begin{pmatrix}1&-1\\0&1\end{pmatrix}.
\]
The form \(x\cdot Kx=x_a^2+x_ax_b+x_b^2\) is positive for \(x\ne0\), and \(s=(2,1)\), \(S=3\), \(f=(2/3,1/3)\). Equation (A) survives, \(\eta f=(1/3,1/3)\), because it uses only the inverse. Equation (B) fails: \(w=(1,0)\) gives \(f\cdot\eta w=2/3\) and \(w=(0,1)\) gives \(-1/3\), neither equal to \(1/S\). A test with \(w=f\) alone would miss the asymmetry. Statement 5 fails for this kernel as well: \(w=(1/2,1/2)\) gives \(\eta w=(0,1/2)\) and \(w\cdot\eta w=1/4<1/3\). Symmetry alone is not enough for statement 5 either, which also needs positivity. The symmetric indefinite kernel with rows \((0,1)\) and \((1,0)\) is its own inverse and has \(S=2\), while \(w=(1,0)\) gives \(w\cdot\eta w=0<1/2\). A response matrix computed at fixed particle number has vanishing row sums, so it is singular with \(S=0\) and is not an admissible \(K\); Lean would assign such a matrix the inverse zero, and `K.PosDef` keeps that case out.

The smallest case is one site, \(K=(k)\) with \(k>0\). Then \(s=S=k\), \(f=1\) and \(\eta=1/k\). The only normalised weight is \(w=1=f\), the local hardness is \(1/k\), the bound in statement 5 is an equality, and there is no ambiguity. The freedom begins at two sites, where the normalised weights \((t,1-t)\) with real \(t\) form a line. In the opening example the profiles are \(\eta w=\tfrac15(4t-1,\;2-3t)\), whose two entries agree only at \(t=3/7\).

The weights could have been modelled as probability vectors, with \(w_i\ge0\) added to the normalisation, as for a density divided by the particle number. Statements 1 and 2, the inequality in 5 and both equivalences with \(w=f\) would carry over unchanged, because they hold for every normalised weight. Statement 4 would lose its converse for two or more sites, since \(Kh\) can have negative entries and the attainable profiles shrink to the convex combinations of the columns of \(\eta\). If some \(f_i\) were negative, \(f\) itself would be excluded, no admissible weight would give a flat profile, and \(w\cdot\eta w\) would stay strictly above \(1/S\).
